# A magnetized solution of the Tyablikov equation for finitely many positive stiffnesses

To find the temperature below which a spin-1/2 Heisenberg ferromagnet has a spontaneous magnetization $m=\langle S^z\rangle$ per site (with $\hbar=1$) in the Tyablikov decoupling, we represent its magnon spectrum by a finite list of energies $E_k = 2mw_k$, with $N\ge 1$ modes and every $w_k>0$. This leaves out the uniform mode, whose energy vanishes without a field. We call $w_k$ a stiffness, although the textbook spin stiffness is the coefficient of $k^2$ in the magnon energy.

## The threshold and its derivation

Let $\beta>0$ be the inverse temperature, with $k_B=1$. The decoupled equation of motion gives $m=\tfrac12-2m\,\tfrac1N\sum_k n(E_k)$, where $n$ is the Bose occupation. Since $1+2n(E)=\coth(\beta E/2)$, this becomes, for $m>0$,

$$\frac1{2m}=\frac1N\sum_k\coth(\beta m w_k).$$

It has a solution $m>0$ exactly when $\beta>\beta_c=\frac2N\sum_k\frac1{w_k}$, and that solution is unique.

For $x>0$ we need three inequalities.

- $\coth x>1$, because $\cosh x-\sinh x=e^{-x}>0$.
- $x\coth x>1$, because $x\cosh x-\sinh x$ vanishes at zero and has derivative $x\sinh x>0$.
- $x\coth x<1+x$, because $x\cosh x=x\sinh x+xe^{-x}$ and $xe^{-x}<x<\sinh x$.

Moreover, $x\coth x$ is strictly increasing. Its derivative is $(\cosh x\sinh x-x)/\sinh^2x$, which is positive since $\cosh x\ge1$ and $\sinh x>x$.

Multiplying the equation by $m$ turns it into $G(m)=\tfrac12$, with $G(m)=\frac1N\sum_k m\coth(\beta m w_k)$. Put $x=\beta m w_k$. Each term is $x\coth x/(\beta w_k)$, so $G$ is strictly increasing, which gives uniqueness. Averaging the inequalities gives

$$G(m)>m,\qquad \frac{\beta_c}{2\beta}<G(m)<\frac{\beta_c}{2\beta}+m.$$

If $G(m)=\tfrac12$, the lower bound $\beta_c/(2\beta)$ forces $\beta>\beta_c$. Conversely, if $\beta>\beta_c$, set $a=\tfrac12(1-\beta_c/\beta)$, so that $0<a<\tfrac12$. Then $G(a)<\tfrac12<G(\tfrac12)$, and continuity supplies a solution between them.

## Locating the magnetization on a mesh

For a simple cubic lattice with $H=-J\sum_{i,j}\mathbf S_i\cdot\mathbf S_j$ over ordered nearest-neighbour pairs, $J>0$ and unit lattice constant, $w_k=2J(3-\cos k_x-\cos k_y-\cos k_z)$. On a finite $k$-mesh shifted off the origin, one sum of $1/w_k$ gives $1/\beta_c$, an estimate of the lattice's Curie temperature in this approximation that has to be converged with the mesh. Below $1/\beta_c$, bisection of $G(m)-\tfrac12$ on $[a,\tfrac12]$ gives $m$. With a single mode, $w=1$ and $\beta=4$, we have $\beta_c=2$, the bracket is $[\tfrac14,\tfrac12]$, and $m\approx0.479$.

## The equation in Lean

```lean
import Mathlib

open Finset

namespace TyablikovMagnet

noncomputable section
```

The hyperbolic cotangent is defined as a quotient.

```lean
/-- The hyperbolic cotangent, for nonzero argument. -/
def coth (x : ℝ) : ℝ := Real.cosh x / Real.sinh x
```

The finite type `ι` labels the modes, `w : ι → ℝ` lists the stiffnesses, and `Fintype.card ι` is $N$. The coth equation is the starting point: the decoupling that leads from the spin Hamiltonian to it is assumed.

```lean
variable {ι : Type*} [Fintype ι]

/-- The Tyablikov equation `1/(2m) = (1/N) ∑ coth (β m w_k)` for the magnetization `m`,
for at least one mode and nonzero `β`, `m`, `w_k`. -/
def TyablikovEq (w : ι → ℝ) (β m : ℝ) : Prop :=
  1 / (2 * m) = 1 / (Fintype.card ι : ℝ) * ∑ k, coth (β * m * w k)
```

The next two definitions are $\beta_c$ and $G$.

```lean
/-- The critical inverse temperature `β_c = (2/N) ∑ 1/w_k`, for at least one mode and
nonzero stiffnesses. -/
def criticalBeta (w : ι → ℝ) : ℝ := 2 / (Fintype.card ι : ℝ) * ∑ k, 1 / w k

/-- The mode average of `m coth (β m w_k)`, for at least one mode and nonzero `β`, `m`, `w_k`. -/
def orderFunction (w : ι → ℝ) (β m : ℝ) : ℝ :=
  (∑ k, m * coth (β * m * w k)) / (Fintype.card ι : ℝ)
```

## Inequalities for one mode

`coth_bounds` proves the three inequalities. Its `hmono` is the derivative argument for $x\cosh x-\sinh x$.

```lean
/-- For `x > 0`, `coth x` exceeds one, and `x coth x` lies strictly between `1` and `1 + x`. -/
theorem coth_bounds {x : ℝ} (hx : 0 < x) :
    1 < coth x ∧ 1 < x * coth x ∧ x * coth x < 1 + x := by
  have hs : 0 < Real.sinh x := Real.sinh_pos_iff.2 hx
  have hxs : x < Real.sinh x := Real.self_lt_sinh_iff.2 hx
  have hq := Real.cosh_sub_sinh x
  have hq0 := Real.exp_pos (-x)
  have hq1 : Real.exp (-x) < 1 := Real.exp_lt_one_iff.2 (by linarith)
  -- `x cosh x - sinh x` vanishes at zero and has derivative `x sinh x`
  have hmono : StrictMonoOn (fun y : ℝ => y * Real.cosh y - Real.sinh y) (Set.Ici 0) := by
    apply strictMonoOn_of_deriv_pos (convex_Ici 0) (by fun_prop)
    intro y hy
    rw [interior_Ici] at hy
    have hd : HasDerivAt (fun y : ℝ => y * Real.cosh y - Real.sinh y) (y * Real.sinh y) y :=
      (((hasDerivAt_id' y).fun_mul (Real.hasDerivAt_cosh y)).fun_sub
        (Real.hasDerivAt_sinh y)).congr_deriv (by ring)
    rw [hd.deriv]
    exact mul_pos hy (Real.sinh_pos_iff.2 hy)
  have h0 : 0 * Real.cosh 0 - Real.sinh 0 < x * Real.cosh x - Real.sinh x :=
    hmono (Set.mem_Ici.2 le_rfl) (Set.mem_Ici.2 hx.le) hx
  rw [Real.sinh_zero] at h0
  unfold coth
  rw [← mul_div_assoc, lt_div_iff₀ hs, lt_div_iff₀ hs, div_lt_iff₀ hs]
  have hc : Real.cosh x = Real.sinh x + Real.exp (-x) := by linarith
  have hxq : x * Real.exp (-x) < x * 1 := mul_lt_mul_of_pos_left hq1 hx
  refine ⟨by linarith, by linarith, ?_⟩
  rw [hc]
  linarith
```

The monotonicity of $x\coth x$ follows from the quotient rule, with `Real.cosh_sq` simplifying the numerator.

```lean
/-- The function `x coth x` is strictly increasing for `x > 0`. -/
theorem mul_coth_strictMonoOn : StrictMonoOn (fun x : ℝ => x * coth x) (Set.Ioi 0) := by
  have hf : (fun x : ℝ => x * coth x) = fun x => x * Real.cosh x / Real.sinh x := by
    funext x
    unfold coth
    ring
  rw [hf]
  have hd : ∀ y : ℝ, 0 < y → HasDerivAt (fun x => x * Real.cosh x / Real.sinh x)
      ((Real.cosh y * Real.sinh y - y) / Real.sinh y ^ 2) y := by
    intro y hy
    refine (((hasDerivAt_id' y).fun_mul (Real.hasDerivAt_cosh y)).fun_div
      (Real.hasDerivAt_sinh y) (Real.sinh_pos_iff.2 hy).ne').congr_deriv ?_
    congr 1
    linear_combination (-y) * Real.cosh_sq y
  apply strictMonoOn_of_deriv_pos (convex_Ioi 0)
  · exact fun y hy => (hd y hy).continuousAt.continuousWithinAt
  · intro y hy
    rw [interior_Ioi] at hy
    have hs : 0 < Real.sinh y := Real.sinh_pos_iff.2 hy
    have hys : y < Real.sinh y := Real.self_lt_sinh_iff.2 hy
    rw [(hd y hy).deriv]
    refine div_pos ?_ (by positivity)
    nlinarith [mul_nonneg (sub_nonneg.2 (Real.one_le_cosh y)) hs.le]
```

## Averaging over the modes

From here on `Nonempty ι` supplies $N\ge1$. The first lemma is the multiplication by $m$.

```lean
variable [Nonempty ι]

/-- For `m > 0`, the Tyablikov equation says that the average of `m coth (β m w_k)` is `1/2`. -/
theorem tyablikov_iff (w : ι → ℝ) (β : ℝ) {m : ℝ} (hm : 0 < m) :
    TyablikovEq w β m ↔ orderFunction w β m = 1 / 2 := by
  have hN : (0 : ℝ) < Fintype.card ι := Nat.cast_pos.2 Fintype.card_pos
  unfold TyablikovEq orderFunction
  rw [← Finset.mul_sum, div_eq_iff hN.ne', div_eq_iff (by positivity : 2 * m ≠ 0)]
  generalize ∑ k, coth (β * m * w k) = S
  have hi : 1 / (Fintype.card ι : ℝ) * Fintype.card ι = 1 := one_div_mul_cancel hN.ne'
  constructor
  · intro h
    linear_combination (-(Fintype.card ι : ℝ) / 2) * h - m * S * hi
  · intro h
    linear_combination (-2 / (Fintype.card ι : ℝ)) * h - hi
```

The bounds on $G$ are proved term by term and summed with `Finset.sum_lt_sum_of_nonempty`; `hS` identifies the average of $1/(\beta w_k)$ with $\beta_c/(2\beta)$.

```lean
/-- For positive `β`, `m` and stiffnesses, the average of `m coth (β m w_k)` exceeds both `m`
and `β_c/(2β)`, and is less than their sum. -/
theorem orderFunction_bounds {w : ι → ℝ} {β m : ℝ} (hw : ∀ k, 0 < w k) (hβ : 0 < β)
    (hm : 0 < m) : m < orderFunction w β m ∧ criticalBeta w / (2 * β) < orderFunction w β m ∧
      orderFunction w β m < criticalBeta w / (2 * β) + m := by
  have hN : (0 : ℝ) < Fintype.card ι := Nat.cast_pos.2 Fintype.card_pos
  have hS : criticalBeta w / (2 * β) * (Fintype.card ι : ℝ) = ∑ k, 1 / (β * w k) := by
    have e : ∑ k, 1 / (β * w k) = 1 / β * ∑ k, 1 / w k := by
      rw [Finset.mul_sum]
      exact Finset.sum_congr rfl fun k _ => by ring
    rw [e]
    unfold criticalBeta
    generalize ∑ k, 1 / w k = S
    field_simp
  have hc : m * (Fintype.card ι : ℝ) = ∑ _k : ι, m := by
    rw [Finset.sum_const, Finset.card_univ, nsmul_eq_mul, mul_comm]
  have hx : ∀ k, 0 < β * m * w k := fun k => mul_pos (mul_pos hβ hm) (hw k)
  have hp : ∀ k, 0 < β * w k := fun k => mul_pos hβ (hw k)
  unfold orderFunction
  refine ⟨?_, ?_, ?_⟩
  · rw [lt_div_iff₀ hN, hc]
    exact Finset.sum_lt_sum_of_nonempty univ_nonempty fun k _ =>
      lt_mul_of_one_lt_right hm (coth_bounds (hx k)).1
  · rw [lt_div_iff₀ hN, hS]
    refine Finset.sum_lt_sum_of_nonempty univ_nonempty fun k _ => ?_
    rw [div_lt_iff₀ (hp k)]
    linarith [(coth_bounds (hx k)).2.1]
  · rw [div_lt_iff₀ hN, add_mul, hS, hc, ← Finset.sum_add_distrib]
    refine Finset.sum_lt_sum_of_nonempty univ_nonempty fun k _ => ?_
    have e : 1 / (β * w k) + m = (1 + β * m * w k) / (β * w k) := by
      rw [eq_div_iff (hp k).ne']
      linear_combination one_div_mul_cancel (hp k).ne'
    rw [e, lt_div_iff₀ (hp k)]
    linarith [(coth_bounds (hx k)).2.2]
```

Strict growth of $G$ comes from comparing $x\coth x$ at $\beta m w_k$ and $\beta m' w_k$, then cancelling $\beta w_k$.

```lean
/-- For positive `β` and stiffnesses, the average of `m coth (β m w_k)` strictly increases
with `m > 0`. -/
theorem orderFunction_lt {w : ι → ℝ} {β m m' : ℝ} (hw : ∀ k, 0 < w k) (hβ : 0 < β)
    (hm : 0 < m) (h : m < m') : orderFunction w β m < orderFunction w β m' := by
  have hN : (0 : ℝ) < Fintype.card ι := Nat.cast_pos.2 Fintype.card_pos
  refine div_lt_div_of_pos_right
    (Finset.sum_lt_sum_of_nonempty univ_nonempty fun k _ => ?_) hN
  have hp : 0 < β * w k := mul_pos hβ (hw k)
  have hx : 0 < β * m * w k := mul_pos (mul_pos hβ hm) (hw k)
  have hlt : β * m * w k < β * m' * w k := by nlinarith [mul_pos hp (sub_pos.2 h)]
  have hφ : β * m * w k * coth (β * m * w k) < β * m' * w k * coth (β * m' * w k) :=
    mul_coth_strictMonoOn (Set.mem_Ioi.2 hx) (Set.mem_Ioi.2 (hx.trans hlt)) hlt
  refine lt_of_mul_lt_mul_left ?_ hp.le
  linarith
```

## Existence, uniqueness and bounds

The hypotheses `hw` and `hβ` say that all stiffnesses and $\beta$ are positive. The first part of the theorem is the equivalence; the second says that two positive solutions at the same $\beta$ are equal. The existence proof applies `intermediate_value_Icc` on $[a,\tfrac12]$, and uniqueness compares $m$ and $m'$ by trichotomy.

```lean
/-- For positive `β` and stiffnesses, the Tyablikov equation has a solution `m > 0` if and only
if `β > (2/N) ∑ 1/w_k`, and any two positive solutions coincide. -/
theorem tyablikov_transition {w : ι → ℝ} {β : ℝ} (hw : ∀ k, 0 < w k) (hβ : 0 < β) :
    ((∃ m, 0 < m ∧ TyablikovEq w β m) ↔ criticalBeta w < β) ∧
      ∀ m m', 0 < m → 0 < m' → TyablikovEq w β m → TyablikovEq w β m' → m = m' := by
  refine ⟨⟨?_, ?_⟩, ?_⟩
  · rintro ⟨m, hm, h⟩
    have b := (orderFunction_bounds hw hβ hm).2.1
    rw [(tyablikov_iff w β hm).1 h, div_lt_iff₀ (by positivity)] at b
    linarith
  · intro hc
    have hN : (0 : ℝ) < Fintype.card ι := Nat.cast_pos.2 Fintype.card_pos
    have hpos : 0 < criticalBeta w := mul_pos (div_pos two_pos hN)
      (Finset.sum_pos (fun k _ => one_div_pos.2 (hw k)) univ_nonempty)
    have hr0 : 0 < criticalBeta w / β := div_pos hpos hβ
    have hr1 : criticalBeta w / β < 1 := (div_lt_one hβ).2 hc
    have hr : criticalBeta w / (2 * β) = criticalBeta w / β / 2 := by ring
    -- the average is below 1/2 at `a` and above 1/2 at full polarization
    obtain ⟨a, ha⟩ : ∃ a, a = (1 - criticalBeta w / β) / 2 := ⟨_, rfl⟩
    have ha0 : 0 < a := by linarith
    have hlow := (orderFunction_bounds hw hβ ha0).2.2
    have hhigh := (orderFunction_bounds hw hβ (m := 1 / 2) (by norm_num)).1
    have hcont : ContinuousOn (orderFunction w β) (Set.Icc a (1 / 2)) := by
      refine ContinuousOn.div_const (continuousOn_finsetSum _ fun k _ => ?_) _
      refine ContinuousOn.mul (by fun_prop)
        (ContinuousOn.div (by fun_prop) (by fun_prop) fun m hm => ?_)
      exact (Real.sinh_pos_iff.2
        (mul_pos (mul_pos hβ (ha0.trans_le hm.1)) (hw k))).ne'
    obtain ⟨m, hm, h⟩ := intermediate_value_Icc (by linarith) hcont
      (show (1 / 2 : ℝ) ∈ Set.Icc _ _ from ⟨by linarith, hhigh.le⟩)
    have hm0 : 0 < m := ha0.trans_le hm.1
    exact ⟨m, hm0, (tyablikov_iff w β hm0).2 h⟩
  · intro m m' hm hm' h h'
    rw [tyablikov_iff w β hm] at h
    rw [tyablikov_iff w β hm'] at h'
    rcases lt_trichotomy m m' with hl | he | hl
    · linarith [orderFunction_lt hw hβ hm hl]
    · exact he
    · linarith [orderFunction_lt hw hβ hm' hl]
```

The threshold belongs to the decoupled equation: a finite Heisenberg magnet itself has no sharp transition, and the Brillouin-zone integral for an infinite crystal requires a further limit.

The last theorem places every positive solution strictly between $a$ and full polarization, by inserting $G(m)=\tfrac12$ into the bounds on $G$.

```lean
/-- For positive `β` and stiffnesses, a solution `m > 0` of the Tyablikov equation lies strictly
between `(1 - β_c/β)/2` and `1/2`. -/
theorem magnetization_bounds {w : ι → ℝ} {β m : ℝ} (hw : ∀ k, 0 < w k) (hβ : 0 < β)
    (hm : 0 < m) (h : TyablikovEq w β m) :
    (1 - criticalBeta w / β) / 2 < m ∧ m < 1 / 2 := by
  have b := orderFunction_bounds hw hβ hm
  rw [(tyablikov_iff w β hm).1 h] at b
  have hr : criticalBeta w / (2 * β) = criticalBeta w / β / 2 := by ring
  exact ⟨by linarith [b.2.2], b.1⟩

end

end TyablikovMagnet
```

```lean
#print axioms TyablikovMagnet.tyablikov_transition
-- 'TyablikovMagnet.tyablikov_transition' depends on axioms: [propext, Classical.choice, Quot.sound]
#print axioms TyablikovMagnet.magnetization_bounds
-- 'TyablikovMagnet.magnetization_bounds' depends on axioms: [propext, Classical.choice, Quot.sound]
```
